# Swaps with one fixed worm label connect any two permutations of $n$ paths in at most $\lfloor 3(n-1)/2\rfloor$ steps

Take three bosonic paths labelled 0, 1 and 2. A permutation $\sigma$ records how they close in imaginary time: path $i$ is continued, after one period, by path $\sigma(i)$. One path, here path 0, carries a fixed marker, called the worm in this simplified model, and the only move available is a swap of the continuations of path 0 and a partner $j$, which turns $\sigma$ into $\sigma\,(0\,j)$. Can this move undo the exchange $\sigma=(1\,2)$, in which the worm's path takes no part?

It can, in three swaps:

- Swapping with 1 draws the worm into the exchange and gives the cycle $0\to2\to1\to0$.
- Swapping with 2, the present image of 0, makes path 2 close on itself and leaves $(0\,1)$.
- Swapping with 1 leaves the identity.

Hence $(1\,2)=(0\,1)(0\,2)(0\,1)$. The first swap opens a cycle, and each later one releases a path from it. The same two operations handle any number of paths.

## Paths, permutations and worm words

The labels form a finite type `α` with $n$ elements, written `Fintype.card α`, and the worm label is an element `w` of it, so $n\ge1$. A permutation is an element of `Perm α`, and products act from the right: $(\sigma\tau)(i)=\sigma(\tau(i))$. Path coordinates are absent, and only the permutation is kept.

In Lean 4 with Mathlib:

```lean
import Mathlib

open Equiv

namespace WormSwapErgodicity

variable {α : Type*} [Fintype α] [DecidableEq α]
```

A list of partners $[j_1,\dots,j_L]$ stands for the product $(w\,j_1)(w\,j_2)\cdots(w\,j_L)$. Since each move multiplies on the right, the list gives the swaps in the order in which they are made.

```lean
/-- The permutation produced by a list of successive worm swaps, each exchanging the worm
label `w` with a listed partner. -/
def wormWord (w : α) (l : List α) : Perm α := (l.map (fun j => swap w j)).prod
```

Progress is measured by the set of displaced labels,
$$D(\sigma)=\{\,j\ne w : \sigma(j)\ne j\,\},\qquad m=|D(\sigma)|\le n-1 .$$
The worm label is left out of the count even when it is moved.

```lean
/-- The labels other than the worm label `w` that the permutation `σ` moves. -/
def displaced (w : α) (σ : Perm α) : Finset α :=
  Finset.univ.filter (fun j => j ≠ w ∧ σ j ≠ j)
```

Membership in this set is restated as a rule for later rewriting.

```lean
/-- A label is displaced when it is not the worm label and `σ` moves it. -/
theorem mem_displaced {w j : α} {σ : Perm α} : j ∈ displaced w σ ↔ j ≠ w ∧ σ j ≠ j := by
  simp [displaced]
```

## Releasing a path from the worm's cycle

Suppose $\sigma(w)\ne w$ and put $a=\sigma(w)$, $\sigma'=\sigma\,(w\,a)$. Then
$$\sigma'(a)=\sigma(w)=a,\qquad \sigma'(i)=\sigma(i)\quad\text{for } i\ne w,a .$$
So $a$ is now fixed. It was displaced before, because $\sigma(a)=a=\sigma(w)$ would force $a=w$. The count therefore falls by exactly one.

The proof first shows that the new displaced set is the old one with `σ w` erased, treating $i=w$, $i=a$ and all other labels separately, and then takes cardinalities.

```lean
/-- If the worm label is moved, swapping it with its image lowers the number of displaced
labels by one. -/
theorem displaced_close (w : α) (σ : Perm α) (h : σ w ≠ w) :
    (displaced w (σ * swap w (σ w))).card + 1 = (displaced w σ).card := by
  have hset : displaced w (σ * swap w (σ w)) = (displaced w σ).erase (σ w) := by
    ext i
    simp only [mem_displaced, Finset.mem_erase, Perm.mul_apply]
    by_cases hw : i = w
    · simp [hw]
    by_cases hi : i = σ w
    · rw [hi, swap_apply_right]
      simp
    · rw [swap_apply_of_ne_of_ne hw hi]
      simp [hi]
  rw [hset]
  exact Finset.card_erase_add_one (mem_displaced.mpr ⟨h, fun e => h (σ.injective e)⟩)
```

## Drawing the worm into another cycle

Suppose instead that $\sigma(w)=w$ and $\sigma(j)\ne j$, and put $\sigma'=\sigma\,(w\,j)$. Now
$$\sigma'(j)=\sigma(w)=w\ne j,\qquad \sigma'(w)=\sigma(j)\ne w .$$
Label $j$ stays displaced and the other non-worm labels keep their images, so $D(\sigma')=D(\sigma)$. This swap does not lower the count, but it moves the worm label and so makes a release possible. The same three-way case split proves it.

```lean
/-- If the worm label is fixed, swapping it with a moved label `j` leaves the set of displaced
labels unchanged. -/
theorem displaced_open (w j : α) (σ : Perm α) (hw : σ w = w) (hj : σ j ≠ j) :
    displaced w (σ * swap w j) = displaced w σ := by
  have hjw : j ≠ w := fun h => hj (by rw [h, hw])
  ext i
  simp only [mem_displaced, Perm.mul_apply]
  by_cases hi : i = w
  · simp [hi]
  by_cases hij : i = j
  · rw [hij, swap_apply_right, hw]
    simp [hj, hjw, hjw.symm]
  · rw [swap_apply_of_ne_of_ne hi hij]
```

## Counting the swaps

Let $L$ be the length of the word built for $\sigma$. Induction on $m$ gives two bounds together:
$$2L\le 3m,\qquad\text{and}\qquad 2L+1\le 3m\ \text{ if }\sigma(w)\ne w .$$

For $m=0$ the worm label must be fixed too, since otherwise $\sigma(w)$ would be displaced. Thus $\sigma=1$ and the empty word suffices.

For $m+1$ displaced labels there are two cases.

If $w$ is moved, one release leaves $m$ labels and a word of length $L$ with $2L\le3m$. The full word satisfies $2(L+1)+1\le3(m+1)$, which is the stronger bound.

If $w$ is fixed, choose a displaced $j$, open with $j$ and release $\sigma(j)$. The resulting permutation has $m$ displaced labels and sends $w$ to $\sigma(\sigma(j))$. This is not $w$, because $\sigma(j)\ne w$ and $\sigma$ fixes $w$. The stronger bound $2L+1\le3m$ therefore applies to the remainder, and $2(L+2)\le3(m+1)$.

A swap is its own inverse, so the swaps used to reduce $\sigma$ are appended in reverse order to the word for the remainder. That is why the second case appends `[σ j, j]`. The tactic `omega` settles the inequalities.

```lean
/-- A permutation with `m` displaced labels is a product of at most `3m/2` worm swaps, and of
at most `(3m-1)/2` if it moves the worm label. -/
theorem exists_word_of_displaced (w : α) (m : ℕ) : ∀ σ : Perm α, (displaced w σ).card = m →
    ∃ l : List α, (∀ j ∈ l, j ≠ w) ∧ wormWord w l = σ ∧ 2 * l.length ≤ 3 * m ∧
      (σ w ≠ w → 2 * l.length + 1 ≤ 3 * m) := by
  induction m with
  | zero =>
    intro σ hσ
    have hn : ∀ i, ¬(i ≠ w ∧ σ i ≠ i) := fun i hi => by
      have := Finset.card_pos.mpr ⟨i, mem_displaced.mpr hi⟩
      omega
    have hw : σ w = w := by
      by_contra h
      exact hn (σ w) ⟨h, fun e => h (σ.injective e)⟩
    have h1 : σ = 1 := by
      ext i
      by_contra h
      exact hn i ⟨fun hi => h (by rw [hi, hw]; rfl), h⟩
    exact ⟨[], by simp, by simp [wormWord, h1], by simp, fun h => absurd hw h⟩
  | succ m ih =>
    intro σ hσ
    by_cases hw : σ w = w
    · -- open a cycle with one swap, then remove a label with the next
      obtain ⟨j, hj⟩ := Finset.card_pos.mp (show 0 < (displaced w σ).card by omega)
      obtain ⟨hjw, hjj⟩ := mem_displaced.mp hj
      have hs : (σ * swap w j) w = σ j := by simp
      have hsw : σ j ≠ w := fun h => hjw (σ.injective (h.trans hw.symm))
      have hc := displaced_close w (σ * swap w j) (by rw [hs]; exact hsw)
      rw [hs, displaced_open w j σ hw hjj, hσ] at hc
      obtain ⟨l, hl, hp, -, hb⟩ := ih _ (Nat.add_right_cancel hc)
      have hb' := hb (by
        rw [Perm.mul_apply, swap_apply_left, Perm.mul_apply, swap_apply_of_ne_of_ne hsw hjj]
        exact fun h => hsw (σ.injective (h.trans hw.symm)))
      refine ⟨l ++ [σ j, j], ?_, ?_, ?_, fun h => absurd hw h⟩
      · intro i hi
        simp only [List.mem_append, List.mem_cons, List.not_mem_nil, or_false] at hi
        rcases hi with hi | hi | hi
        · exact hl i hi
        · rw [hi]; exact hsw
        · rw [hi]; exact hjw
      · have : wormWord w (l ++ [σ j, j]) = wormWord w l * (swap w (σ j) * swap w j) := by
          simp [wormWord]
        rw [this, hp, mul_assoc, ← mul_assoc (swap w (σ j)), swap_mul_self, one_mul,
          mul_assoc, swap_mul_self, mul_one]
      · simp only [List.length_append, List.length_cons, List.length_nil]
        omega
    · -- one swap removes a label
      obtain ⟨l, hl, hp, hb, -⟩ :=
        ih _ (Nat.add_right_cancel ((displaced_close w σ hw).trans hσ))
      refine ⟨l ++ [σ w], ?_, ?_, ?_, fun _ => ?_⟩
      · intro i hi
        simp only [List.mem_append, List.mem_cons, List.not_mem_nil, or_false] at hi
        rcases hi with hi | hi
        · exact hl i hi
        · rw [hi]; exact hw
      · have : wormWord w (l ++ [σ w]) = wormWord w l * swap w (σ w) := by
          simp [wormWord]
        rw [this, hp, mul_assoc, swap_mul_self, mul_one]
      all_goals
        simp only [List.length_append, List.length_cons, List.length_nil]
        omega
```

Inserting $m\le n-1$ gives a bound that depends only on the number of paths. Division in `3 * (Fintype.card α - 1) / 2` is division of natural numbers, which rounds down. For one path the bound is 0, and for two paths it is 1.

```lean
/-- Every permutation of `n` paths is a product of at most `3(n-1)/2` (rounded down) swaps
with the fixed worm label. -/
theorem exists_worm_word (w : α) (σ : Perm α) :
    ∃ l : List α, (∀ j ∈ l, j ≠ w) ∧ wormWord w l = σ ∧
      l.length ≤ 3 * (Fintype.card α - 1) / 2 := by
  obtain ⟨l, hl, hp, hb, -⟩ := exists_word_of_displaced w _ σ rfl
  have hc : (displaced w σ).card ≤ Fintype.card α - 1 := by
    rw [← Finset.card_univ, ← Finset.card_erase_of_mem (Finset.mem_univ w)]
    exact Finset.card_le_card fun i hi =>
      Finset.mem_erase.mpr ⟨(mem_displaced.mp hi).1, Finset.mem_univ i⟩
  exact ⟨l, hl, hp, by omega⟩
```

For three paths the bound is 3, and the opening example needs all three swaps. Zero swaps give the identity; one swap gives a transposition involving 0; two swaps with partners 1 or 2 give the identity or a three-cycle. None of these is $(1\,2)$. The theorem also admits 0 as a partner, an idle move that does not help. `decide` checks every word of length at most two. Sharpness is established here for $n=3$ only.

```lean
/-- For three paths, exchanging the two labels other than the worm takes at least three
worm swaps. -/
theorem three_swaps_needed (l : List (Fin 3)) (h : wormWord 0 l = swap 1 2) :
    3 ≤ l.length := by
  rcases l with _ | ⟨a, _ | ⟨b, _ | ⟨c, l⟩⟩⟩
  · revert h; decide
  · revert a; decide
  · revert a b; decide
  · simp only [List.length_cons]
    omega
```

## From words to transition probabilities

Let $P(\sigma,\tau)$ be the weight for a step from $\sigma$ to $\tau$. The entry $(P^k)(\sigma,\tau)$ sums, over all sequences of $k$ steps from $\sigma$ to $\tau$, the product of the step weights:
$$(P^{k+1})(\sigma,\tau)=\sum_\rho (P^k)(\sigma,\rho)\,P(\rho,\tau).$$
If the entries of $P$ are nonnegative, so are those of $P^k$, by induction on $k$.

```lean
/-- Powers of a nonnegative transition matrix are nonnegative. -/
theorem pow_entry_nonneg (P : Matrix (Perm α) (Perm α) ℝ) (h0 : ∀ σ τ, 0 ≤ P σ τ) (k : ℕ) :
    ∀ σ τ, 0 ≤ (P ^ k) σ τ := by
  induction k with
  | zero =>
    intro σ τ
    rw [pow_zero, Matrix.one_apply]
    split_ifs <;> norm_num
  | succ k ih =>
    intro σ τ
    rw [pow_succ, Matrix.mul_apply]
    exact Finset.sum_nonneg fun i _ => mul_nonneg (ih σ i) (h0 i τ)
```

Assume further that $P(\sigma,\sigma\,(w\,j))>0$ for every $\sigma$ and every $j\ne w$. This is hypothesis `hP`, and it says that no worm swap is ever forbidden. Following a word $[j_1,\dots,j_L]$ from $\rho_0=\sigma$ through $\rho_i=\rho_{i-1}(w\,j_i)$ gives
$$(P^L)(\sigma,\rho_L)\ \ge\ \prod_{i=1}^{L}P(\rho_{i-1},\rho_i)>0,$$
because the other terms in the sum cannot cancel this one. To reach $\tau$, choose a word for $\sigma^{-1}\tau$; then $\rho_L=\sigma\sigma^{-1}\tau=\tau$.

The internal statement `path` carries out this argument by induction on the word, with `Finset.sum_pos'` supplying positivity from one positive term among nonnegative ones. The number of steps `k` may depend on the pair of permutations. Unit row sums are not needed, so the theorem covers Markov matrices and unnormalised weights alike.

```lean
/-- For a nonnegative transition matrix that gives positive weight to every worm swap, any two
permutations of `n` paths are connected within `3(n-1)/2` (rounded down) steps. -/
theorem worm_connects (w : α) (P : Matrix (Perm α) (Perm α) ℝ) (h0 : ∀ σ τ, 0 ≤ P σ τ)
    (hP : ∀ σ j, j ≠ w → 0 < P σ (σ * swap w j)) (σ τ : Perm α) :
    ∃ k ≤ 3 * (Fintype.card α - 1) / 2, 0 < (P ^ k) σ τ := by
  -- the weight of the path spelled by a word is positive
  have path : ∀ l : List α, (∀ j ∈ l, j ≠ w) → ∀ ρ : Perm α,
      0 < (P ^ l.length) ρ (ρ * wormWord w l) := by
    intro l
    induction l with
    | nil => intro _ ρ; simp [wormWord]
    | cons a l ih =>
      intro hl ρ
      have hword : ρ * wormWord w (a :: l) = ρ * swap w a * wormWord w l := by
        simp [wormWord, mul_assoc]
      rw [hword, List.length_cons, pow_succ', Matrix.mul_apply]
      exact Finset.sum_pos' (fun i _ => mul_nonneg (h0 _ _) (pow_entry_nonneg P h0 _ _ _))
        ⟨ρ * swap w a, Finset.mem_univ _, mul_pos (hP ρ a (hl a (by simp)))
          (ih (fun j hj => hl j (by simp [hj])) _)⟩
  obtain ⟨l, hl, hp, hb⟩ := exists_worm_word w (σ⁻¹ * τ)
  refine ⟨l.length, hb, ?_⟩
  have h := path l hl σ
  rwa [hp, mul_inv_cancel_left] at h
```

For path-integral Monte Carlo of bosons, this means that swaps through a single worm label can reach every exchange sector, in a model where the permutation is the whole state and every partner is always allowed. The fixed label is a simplification too: in the worm algorithm the worm is an open path, and a swap passes its loose end to the partner's path, so the next swap generally involves a different label. In a simulation the swap probability also depends on the path coordinates, and a code that restricts partners to nearby paths may violate `hP`. Positivity also sets no lower limit on the probabilities, so the bound on the number of steps is not an estimate of the equilibration time.

## Waiting makes a common number of steps possible

Connection within a bounded number of steps still permits periodic behaviour. With two paths and a swap made at every step, the chain alternates between the identity and the exchange, and no power of $P$ has all its entries positive.

A positive probability of staying put, $P(\sigma,\sigma)>0$ for all $\sigma$, removes this obstruction. If $\tau$ is reached from $\sigma$ in $r\le k$ steps, wait there for the remaining $k-r$:
$$(P^k)(\sigma,\tau)\ \ge\ (P^r)(\sigma,\tau)\,P(\tau,\tau)^{k-r}>0 .$$
Hence every entry of $P^k$ is positive once $k\ge\lfloor3(n-1)/2\rfloor$. In a Metropolis scheme with symmetric proposals, rejections alone do not provide this for every $\sigma$, because every swap proposed from a permutation of least weight is accepted. Proposing no move with positive probability does provide it. The proof is an induction on the number of waiting steps, called `d` in the code.

```lean
/-- If staying put also has positive weight, every entry of `P ^ k` is positive as soon as `k`
reaches `3(n-1)/2` (rounded down). -/
theorem worm_primitive (w : α) (P : Matrix (Perm α) (Perm α) ℝ) (h0 : ∀ σ τ, 0 ≤ P σ τ)
    (hP : ∀ σ j, j ≠ w → 0 < P σ (σ * swap w j)) (hstay : ∀ σ, 0 < P σ σ)
    (k : ℕ) (hk : 3 * (Fintype.card α - 1) / 2 ≤ k) (σ τ : Perm α) :
    0 < (P ^ k) σ τ := by
  obtain ⟨m, hm, hpos⟩ := worm_connects w P h0 hP σ τ
  obtain ⟨d, rfl⟩ := Nat.exists_eq_add_of_le (hm.trans hk)
  clear hk
  -- wait at the target for the remaining steps
  induction d with
  | zero => rw [add_zero]; exact hpos
  | succ d ih =>
    rw [← add_assoc, pow_succ, Matrix.mul_apply]
    exact Finset.sum_pos' (fun i _ => mul_nonneg (pow_entry_nonneg P h0 _ _ _) (h0 i τ))
      ⟨τ, Finset.mem_univ _, mul_pos ih (hstay τ)⟩
```

## A uniform choice of partner

A concrete chain draws $j$ uniformly from all $n$ labels and applies $(w\,j)$, where drawing $w$ itself means no move:
$$P(\sigma,\tau)=\sum_{j}\frac1n\,\delta_{\tau,\;\sigma(w\,j)} .$$

```lean
/-- The transition matrix that draws a partner uniformly from all labels and swaps it with the
worm label; drawing the worm label itself leaves the permutation unchanged. -/
noncomputable def uniformWorm (w : α) : Matrix (Perm α) (Perm α) ℝ :=
  fun σ τ => ∑ j : α, if τ = σ * swap w j then (1 / (Fintype.card α : ℝ)) else 0
```

All entries are nonnegative. Exchanging the order of summation gives the row sums,
$$\sum_\tau P(\sigma,\tau)=\sum_j\frac1n=1 .$$
The term with partner $j$ contributes $1/n>0$ to the entry for that swap, and the term $j=w$ contributes $1/n$ to the diagonal. This Markov matrix therefore meets the hypotheses of both `worm_connects` and `worm_primitive`. The code uses `Finset.sum_comm` for the exchange of sums.

```lean
/-- The uniform worm matrix is nonnegative with unit row sums, and gives positive probability
to every worm swap and to staying put. -/
theorem uniformWorm_witness (w : α) :
    (∀ σ τ, 0 ≤ uniformWorm w σ τ) ∧ (∀ σ, ∑ τ, uniformWorm w σ τ = 1) ∧
      (∀ σ j, j ≠ w → 0 < uniformWorm w σ (σ * swap w j)) ∧
      (∀ σ, 0 < uniformWorm w σ σ) := by
  have hc : 0 < (Fintype.card α : ℝ) := Nat.cast_pos.mpr (Fintype.card_pos_iff.mpr ⟨w⟩)
  have hterm : ∀ (σ τ : Perm α) (j : α),
      0 ≤ (if τ = σ * swap w j then (1 / (Fintype.card α : ℝ)) else 0) := by
    intro σ τ j
    split_ifs <;> positivity
  have hpos : ∀ (σ : Perm α) (j : α), 0 < uniformWorm w σ (σ * swap w j) := fun σ j =>
    Finset.sum_pos' (fun i _ => hterm _ _ i)
      ⟨j, Finset.mem_univ _, by rw [if_pos rfl]; positivity⟩
  refine ⟨fun σ τ => Finset.sum_nonneg fun j _ => hterm σ τ j, fun σ => ?_,
    fun σ j _ => hpos σ j, fun σ => ?_⟩
  · unfold uniformWorm
    rw [Finset.sum_comm]
    simp only [Finset.sum_ite_eq', Finset.mem_univ, if_true, Finset.sum_const,
      Finset.card_univ, nsmul_eq_mul]
    exact mul_one_div_cancel hc.ne'
  · have h := hpos σ w
    have hs : σ * swap w w = σ := by
      ext i
      simp
    rwa [hs] at h

end WormSwapErgodicity
```

```lean
#print axioms WormSwapErgodicity.three_swaps_needed
-- 'WormSwapErgodicity.three_swaps_needed' depends on axioms: [propext, Classical.choice, Quot.sound]
#print axioms WormSwapErgodicity.worm_connects
-- 'WormSwapErgodicity.worm_connects' depends on axioms: [propext, Classical.choice, Quot.sound]
#print axioms WormSwapErgodicity.worm_primitive
-- 'WormSwapErgodicity.worm_primitive' depends on axioms: [propext, Classical.choice, Quot.sound]
```
